# Interference in a two-state rotation: the transition probabilities of two successive steps are not the matrix product of the single-step probabilities

The theorem concerns one particular real rotation of a two-state quantum system, with diagonal amplitudes 3/5 and off-diagonal amplitudes 4/5 and -4/5. It states that this matrix is unitary, and that taking squared moduli entry by entry after applying the rotation twice gives a different matrix from multiplying the single-step probability matrix by itself. In physical terms, the two steps do not compose like those of a classical Markov chain, because amplitudes are added before they are squared. The attempt checks unitarity entry by entry, then separates the two probability matrices by their upper-left entries, 49/625 and 337/625.

This version doesn't compile in Lean 4 with Mathlib:

```lean
import Mathlib

open Matrix

namespace UnitaryTransitionProbabilities

noncomputable section

variable {n : Type*} [Fintype n] [DecidableEq n]

/-- The table of transition probabilities: the entry `i j` is the squared modulus of the
amplitude `U i j` for going from basis state `j` to basis state `i`. -/
def transitionMatrix (U : Matrix n n ℂ) : Matrix n n ℝ :=
  fun i j => ‖U i j‖ ^ 2

/-- A two-state rotation with amplitudes `3/5` and `4/5`. -/
def rotation : Matrix (Fin 2) (Fin 2) ℂ :=
  !![3 / 5, 4 / 5; -(4 / 5), 3 / 5]

/-- The two-state rotation is unitary, and the transition probabilities of two successive
rotations are not the product of the transition matrices of the single rotations. -/
theorem interference_breaks_composition :
    rotation ∈ Matrix.unitaryGroup (Fin 2) ℂ ∧
    transitionMatrix (rotation * rotation)
      ≠ transitionMatrix rotation * transitionMatrix rotation := by
  constructor
  · rw [Matrix.mem_unitaryGroup_iff]
    ext i j
    fin_cases i <;> fin_cases j <;>
      simp [rotation, Matrix.mul_apply, Fin.sum_univ_two, Matrix.star_apply] <;> norm_num
  · intro h
    have h00 := congrFun (congrFun h 0) 0
    -- amplitudes add before squaring: `9/25 - 16/25`
    have e1 : (rotation * rotation) 0 0 = -(7 / 25) := by
      norm_num [rotation, Matrix.mul_apply, Fin.sum_univ_two]
    have e2 : transitionMatrix (rotation * rotation) 0 0 = 49 / 625 := by
      change ‖(rotation * rotation) 0 0‖ ^ 2 = 49 / 625
      rw [e1]
      norm_num
    -- probabilities add without interference
    have e3 : (transitionMatrix rotation * transitionMatrix rotation) 0 0 = 337 / 625 := by
      norm_num [transitionMatrix, rotation, Matrix.mul_apply, Fin.sum_univ_two]
    rw [e2, e3] at h00
    norm_num at h00

end

end UnitaryTransitionProbabilities
```

The error:

```
Main.lean:27:2: error: unsolved goals
case left.«0».«0»
⊢ 3 / 5 * ((starRingEnd ℂ) 3 / (starRingEnd ℂ) 5) + 4 / 5 * ((starRingEnd ℂ) 4 / (starRingEnd ℂ) 5) = 1

case left.«0».«1»
⊢ -(3 / 5 * ((starRingEnd ℂ) 4 / (starRingEnd ℂ) 5)) + 4 / 5 * ((starRingEnd ℂ) 3 / (starRingEnd ℂ) 5) = 0

case left.«1».«0»
⊢ -(4 / 5 * ((starRingEnd ℂ) 3 / (starRingEnd ℂ) 5)) + 3 / 5 * ((starRingEnd ℂ) 4 / (starRingEnd ℂ) 5) = 0

case left.«1».«1»
⊢ 4 / 5 * ((starRingEnd ℂ) 4 / (starRingEnd ℂ) 5) + 3 / 5 * ((starRingEnd ℂ) 3 / (starRingEnd ℂ) 5) = 1
```

This version goes through:

```diff
@@ -25,8 +25,13 @@
       ≠ transitionMatrix rotation * transitionMatrix rotation := by
   constructor
-  · rw [Matrix.mem_unitaryGroup_iff]
+  · -- the amplitudes are real, so conjugation leaves them alone
+    have c3 : (starRingEnd ℂ) 3 = 3 := Complex.ext (by simp) (by simp)
+    have c4 : (starRingEnd ℂ) 4 = 4 := Complex.ext (by simp) (by simp)
+    have c5 : (starRingEnd ℂ) 5 = 5 := Complex.ext (by simp) (by simp)
+    rw [Matrix.mem_unitaryGroup_iff]
     ext i j
     fin_cases i <;> fin_cases j <;>
-      simp [rotation, Matrix.mul_apply, Fin.sum_univ_two, Matrix.star_apply] <;> norm_num
+      simp [rotation, Matrix.mul_apply, Fin.sum_univ_two, Matrix.star_apply] <;>
+      norm_num [c3, c4, c5]
   · intro h
     have h00 := congrFun (congrFun h 0) 0
```

Cause. The error lies in the unitarity half. After `Matrix.mem_unitaryGroup_iff`, the proof must show that the rotation times its conjugate transpose is the identity, and all four entries are left unsolved. In each, complex conjugation, written `starRingEnd ℂ`, has been carried through the fractions and now stands on the numerals 3, 4 and 5. Neither `simp` nor the plain `norm_num` after it replaced the conjugate of such a numeral by the numeral itself, so the arithmetic could not be finished.

The repair proves the three missing facts as `c3`, `c4` and `c5`. Each uses `Complex.ext`, which reduces an equality of complex numbers to equality of their real and imaginary parts, and `simp` settles both parts. Given these facts, `norm_num` can remove the conjugations, and what remains is rational arithmetic: 9/25 + 16/25 = 1 on the diagonal, and two terms that cancel off it. The added comment and the line break before `norm_num` are mere tidying.
